# For real E and p, (E I + p·σ)/2 equals u u† for some two-component spinor u exactly when E = ‖p‖

An amplitude for massless particles written in spinor brackets cannot be compared with energies and directions until one knows which momenta the spinors stand for. For real momenta p with energy E = ‖p‖, in units with c = 1, the Lean file below supplies that link and gives the modulus of the bracket.

```lean
import Mathlib

open Matrix Complex

namespace SpinorHelicity

noncomputable section

/-- The three Pauli matrices, in the order x, y, z. -/
def pauli : Fin 3 → Matrix (Fin 2) (Fin 2) ℂ :=
  ![!![0, 1; 1, 0], !![0, -I; I, 0], !![1, 0; 0, -1]]

/-- The momentum matrix `(E I + p·σ)/2` of energy `E` and momentum `p`. -/
def momentumMatrix (E : ℝ) (p : EuclideanSpace ℝ (Fin 3)) : Matrix (Fin 2) (Fin 2) ℂ :=
  (1 / 2 : ℂ) • ((E : ℂ) • (1 : Matrix (Fin 2) (Fin 2) ℂ) + ∑ k, (p k : ℂ) • pauli k)

/-- The outer product `u u†` of a two-component spinor with itself. -/
def outer (u : Fin 2 → ℂ) : Matrix (Fin 2) (Fin 2) ℂ := vecMulVec u (star u)

/-- The spinor bracket: the determinant of the matrix with columns `u` and `v`. -/
def bracket (u v : Fin 2 → ℂ) : ℂ := det !![u 0, v 0; u 1, v 1]

/-- The momentum matrix written out in its four entries. -/
theorem momentumMatrix_entries (E : ℝ) (p : EuclideanSpace ℝ (Fin 3)) :
    momentumMatrix E p =
      !![((E : ℂ) + p 2) / 2, ((p 0 : ℂ) - p 1 * I) / 2;
         ((p 0 : ℂ) + p 1 * I) / 2, ((E : ℂ) - p 2) / 2] := by
  ext i j
  fin_cases i <;> fin_cases j <;>
    simp [momentumMatrix, pauli, Fin.sum_univ_three] <;> ring

/-- A spinor has momentum matrix `(E I + p·σ)/2` exactly when `E` is its squared length and the
components of `p` are the unnormalised expectation values `u† σₖ u`, here written out. -/
theorem outer_eq_iff (u : Fin 2 → ℂ) (E : ℝ) (p : EuclideanSpace ℝ (Fin 3)) :
    outer u = momentumMatrix E p ↔
      E = normSq (u 0) + normSq (u 1) ∧ p 0 = 2 * (star (u 0) * u 1).re ∧
      p 1 = 2 * (star (u 0) * u 1).im ∧ p 2 = normSq (u 0) - normSq (u 1) := by
  rw [momentumMatrix_entries]
  constructor
  · intro h
    -- the diagonal gives E and p_z, the lower left entry gives p_x and p_y
    have h00 := congrArg Complex.re (congrFun (congrFun h 0) 0)
    have h11 := congrArg Complex.re (congrFun (congrFun h 1) 1)
    have hre := congrArg Complex.re (congrFun (congrFun h 1) 0)
    have him := congrArg Complex.im (congrFun (congrFun h 1) 0)
    simp [outer, vecMulVec_apply, normSq_apply] at h00 h11 hre him ⊢
    refine ⟨?_, ?_, ?_, ?_⟩ <;> linarith
  · rintro ⟨h0, h1, h2, h3⟩
    simp [normSq_apply] at h0 h1 h2 h3
    ext i j
    fin_cases i <;> fin_cases j <;> apply Complex.ext <;>
      simp [outer, vecMulVec_apply] <;> linarith

/-- The squared length of a momentum is the sum of its squared components. -/
theorem norm_sq_components (p : EuclideanSpace ℝ (Fin 3)) :
    ‖p‖ ^ 2 = p 0 ^ 2 + p 1 ^ 2 + p 2 ^ 2 := by
  rw [EuclideanSpace.norm_sq_eq]
  simp [Fin.sum_univ_three]

/-- A real pair `(E, p)` comes from a spinor through `u u† = (E I + p·σ)/2` if and only if
`E = ‖p‖`. -/
theorem exists_spinor_iff (E : ℝ) (p : EuclideanSpace ℝ (Fin 3)) :
    (∃ u, outer u = momentumMatrix E p) ↔ E = ‖p‖ := by
  have hn := norm_sq_components p
  constructor
  · rintro ⟨u, hu⟩
    obtain ⟨h0, h1, h2, h3⟩ := (outer_eq_iff u E p).mp hu
    have hE : 0 ≤ E := by
      rw [h0]
      exact add_nonneg (normSq_nonneg _) (normSq_nonneg _)
    apply (sq_eq_sq₀ hE (norm_nonneg p)).mp
    rw [hn, h0, h1, h2, h3]
    simp [normSq_apply]
    ring
  · intro h
    have hE : 0 ≤ E := h ▸ norm_nonneg p
    rw [← h] at hn
    have hs : 0 ≤ E + p 2 := by
      by_contra hneg
      nlinarith [sq_nonneg (p 0), sq_nonneg (p 1)]
    rcases hs.eq_or_lt with hz | hpos
    · -- momentum zero or along the negative z axis: the upper component is zero
      have h2 : p 2 = -E := by linarith
      rw [h2] at hn
      have h0 : p 0 = 0 := (pow_eq_zero_iff two_ne_zero).mp
        (by nlinarith [sq_nonneg (p 0), sq_nonneg (p 1)])
      have h1 : p 1 = 0 := (pow_eq_zero_iff two_ne_zero).mp
        (by nlinarith [sq_nonneg (p 0), sq_nonneg (p 1)])
      refine ⟨![0, (Real.sqrt E : ℂ)], (outer_eq_iff _ E p).mpr ?_⟩
      simp [normSq_apply, h0, h1, h2, Real.mul_self_sqrt hE]
    · -- otherwise fix a real upper component a and solve for the lower one
      obtain ⟨a, ha0, ha⟩ : ∃ a : ℝ, a ≠ 0 ∧ a * a = (E + p 2) / 2 :=
        ⟨Real.sqrt ((E + p 2) / 2), (Real.sqrt_pos.mpr (by linarith)).ne',
          Real.mul_self_sqrt (by linarith)⟩
      obtain ⟨x, hx⟩ : ∃ x : ℝ, 2 * a * x = p 0 := ⟨p 0 / (2 * a), by field_simp⟩
      obtain ⟨y, hy⟩ : ∃ y : ℝ, 2 * a * y = p 1 := ⟨p 1 / (2 * a), by field_simp⟩
      have ha4 : 4 * (a * a) ≠ 0 := by positivity
      have hxy : x * x + y * y = (E - p 2) / 2 := mul_left_cancel₀ ha4 (by
        linear_combination (2 * a * x + p 0) * hx + (2 * a * y + p 1) * hy - hn
          - 2 * (E - p 2) * ha)
      refine ⟨![⟨a, 0⟩, ⟨x, y⟩], (outer_eq_iff _ E p).mpr ?_⟩
      simp only [normSq_apply, Matrix.cons_val_zero, Matrix.cons_val_one, Complex.star_def,
        Complex.mul_re, Complex.mul_im, Complex.conj_re, Complex.conj_im]
      refine ⟨?_, ?_, ?_, ?_⟩ <;> linarith

/-- For spinors `u`, `v` with `u u† = (E I + p·σ)/2` and `v v† = (F I + q·σ)/2`, the squared
modulus of the spinor bracket is `(E F - p·q)/2`. -/
theorem norm_bracket_sq {u v : Fin 2 → ℂ} {E F : ℝ} {p q : EuclideanSpace ℝ (Fin 3)}
    (hu : outer u = momentumMatrix E p) (hv : outer v = momentumMatrix F q) :
    ‖bracket u v‖ ^ 2 = (E * F - inner ℝ p q) / 2 := by
  obtain ⟨h0, h1, h2, h3⟩ := (outer_eq_iff u E p).mp hu
  obtain ⟨k0, k1, k2, k3⟩ := (outer_eq_iff v F q).mp hv
  have hi : inner ℝ p q = p 0 * q 0 + p 1 * q 1 + p 2 * q 2 := by
    simp [PiLp.inner_apply, Fin.sum_univ_three]
    ring
  rw [hi, h0, h1, h2, h3, k0, k1, k2, k3, ← normSq_eq_norm_sq]
  simp [bracket, det_fin_two, normSq_apply]
  ring

/-- For spinors `u`, `v` with `u u† = (E I + p·σ)/2` and `v v† = (F I + q·σ)/2`, the invariant
mass squared of the pair, `(E + F)² - ‖p + q‖²`, is four times the squared modulus of the
spinor bracket. -/
theorem invariant_mass_sq {u v : Fin 2 → ℂ} {E F : ℝ} {p q : EuclideanSpace ℝ (Fin 3)}
    (hu : outer u = momentumMatrix E p) (hv : outer v = momentumMatrix F q) :
    (E + F) ^ 2 - ‖p + q‖ ^ 2 = 4 * ‖bracket u v‖ ^ 2 := by
  have hE := (exists_spinor_iff E p).mp ⟨u, hu⟩
  have hF := (exists_spinor_iff F q).mp ⟨v, hv⟩
  rw [norm_add_sq_real, norm_bracket_sq hu hv, ← hE, ← hF]
  ring

/-- Two spinors have the same outer product `u u†` if and only if they differ by a phase. -/
theorem outer_eq_outer_iff (u w : Fin 2 → ℂ) :
    outer u = outer w ↔ ∃ c : ℂ, ‖c‖ = 1 ∧ w = c • u := by
  constructor
  · intro h
    have hij : ∀ i j, u i * star (u j) = w i * star (w j) :=
      fun i j => congrFun (congrFun h i) j
    have hn : ∀ i, ‖u i‖ = ‖w i‖ := fun i => by
      have e := congrArg norm (hij i i)
      rw [norm_mul, norm_mul, norm_star, norm_star] at e
      exact (sq_eq_sq₀ (norm_nonneg _) (norm_nonneg _)).mp (by linarith)
    by_cases h0 : u = 0
    · refine ⟨1, norm_one, funext fun j => ?_⟩
      have hw : w j = 0 := norm_eq_zero.mp ((hn j).symm.trans (by simp [h0]))
      simp [h0, hw]
    · -- the phase is read off from a component that does not vanish
      obtain ⟨i, hi⟩ := Function.ne_iff.mp h0
      have hui : u i ≠ 0 := hi
      have hwi : w i ≠ 0 := norm_ne_zero_iff.mp (hn i ▸ norm_ne_zero_iff.mpr hui)
      have hc : w i / u i * u i = w i := div_mul_cancel₀ _ hui
      refine ⟨w i / u i, ?_, funext fun j => ?_⟩
      · rw [norm_div, ← hn i, div_self (norm_ne_zero_iff.mpr hui)]
      · change w j = w i / u i * u j
        generalize w i / u i = c at hc ⊢
        apply mul_right_cancel₀ (mul_ne_zero hui (star_ne_zero.mpr hwi))
        linear_combination (-u i) * hij j i - u j * star (w i) * hc + u j * hij i i
  · rintro ⟨c, hc, rfl⟩
    have hcc : c * star c = 1 := by
      rw [Complex.star_def, Complex.mul_conj, normSq_eq_norm_sq, hc]
      simp
    ext i j
    change u i * star (u j) = c * u i * star (c * u j)
    rw [star_mul']
    linear_combination (-(u i * star (u j))) * hcc

end

end SpinorHelicity
```

```lean
#print axioms SpinorHelicity.exists_spinor_iff
-- 'SpinorHelicity.exists_spinor_iff' depends on axioms: [propext, Classical.choice, Quot.sound]
#print axioms SpinorHelicity.invariant_mass_sq
-- 'SpinorHelicity.invariant_mass_sq' depends on axioms: [propext, Classical.choice, Quot.sound]
#print axioms SpinorHelicity.outer_eq_outer_iff
-- 'SpinorHelicity.outer_eq_outer_iff' depends on axioms: [propext, Classical.choice, Quot.sound]
```

## Momenta, spinors and brackets

A spinor is a function `Fin 2 → ℂ`, with components u₀ and u₁. A momentum is an element of `EuclideanSpace ℝ (Fin 3)`, so ‖p‖ is the ordinary length and `inner ℝ p q` the ordinary dot product. The components p₀, p₁, p₂ are the x, y and z components; p₀ is not the energy, as it would be in four-vector notation. The energy E is a separate real number, and nothing is assumed about its sign.

`momentumMatrix E p` is (E I + p·σ)/2, where σ stands for the three Pauli matrices, and `outer u` is u u†. `bracket u v` is the determinant with columns u and v:

det(u,v) = u₀v₁ − v₀u₁

Many texts omit the factor 1/2 in the momentum matrix. Their spinors are √2 times these, and the squared modulus of their bracket is four times the one here.

The main theorems say the following.

- `exists_spinor_iff`: some u satisfies u u† = (E I + p·σ)/2 if and only if E = ‖p‖.
- `norm_bracket_sq`: if u belongs to (E, p) and v to (F, q), then |det(u,v)|² = (EF − p·q)/2.
- `invariant_mass_sq`: for the same spinors, (E + F)² − ‖p + q‖² = 4|det(u,v)|².
- `outer_eq_outer_iff`: two spinors have the same outer product if and only if they differ by a factor of modulus one.

The condition E = ‖p‖ is the energy–momentum relation of a massless particle with non-negative energy. Massive, complex and negative-energy momenta need other factorisations. These are the kinematic relations of the spinor-helicity method; amplitudes do not enter. The step left to physics is to identify u with the Weyl spinor of an actual particle, including its behaviour under Lorentz transformations.

The same algebra describes a single spin one-half in a pure state. The spinor here has squared length E, so for E > 0 the normalised expectation value of σ is p/E, a point on the Bloch sphere.

## Why a spinor gives E = ‖p‖

Written out, the momentum matrix has the entries

(E + p₂)/2 and (p₀ − i p₁)/2 in the upper row,

(p₀ + i p₁)/2 and (E − p₂)/2 in the lower row.

This is `momentumMatrix_entries`. The matrix u u† has |u₀|² and |u₁|² on the diagonal and conj(u₀)u₁ at the lower left. Comparing entries gives

E = |u₀|² + |u₁|²

p₂ = |u₀|² − |u₁|²

p₀ + i p₁ = 2 conj(u₀)u₁

The upper right entry is the conjugate of the lower left and adds nothing. `outer_eq_iff` proves this equivalence by taking real and imaginary parts of the entries, after which `linarith` solves the linear relations. Squaring and adding,

‖p‖² = (|u₀|² − |u₁|²)² + 4|u₀|²|u₁|² = (|u₀|² + |u₁|²)² = E²

Since E is a sum of squared moduli, it is non-negative, and E = ‖p‖. In Lean, `norm_sq_components` expands ‖p‖², `ring` checks the identity, and `sq_eq_sq₀` removes the squares.

## Building a spinor from a massless momentum

Now let E = ‖p‖. Then E² = p₀² + p₁² + p₂², so E + p₂ ≥ 0.

If E + p₂ = 0, then p₂² = E², which forces p₀ = p₁ = 0. The spinor (0, √E) works, also when p = 0.

If E + p₂ > 0, set

a = √((E + p₂)/2), u₀ = a, u₁ = (p₀ + i p₁)/(2a)

This gives the required p₀ and p₁. Moreover,

|u₁|² = (p₀² + p₁²)/(4a²) = (E² − p₂²)/(2(E + p₂)) = (E − p₂)/2

Adding |u₀|² = (E + p₂)/2 gives E, and subtracting |u₁|² from |u₀|² gives p₂. Lean splits the same two cases with `hs.eq_or_lt` and passes the spinor to `outer_eq_iff`.

## How `linear_combination` checks the lower component

In the second case, Lean writes u₁ = x + i y and keeps the defining relations 2ax = p₀ and 2ay = p₁ instead of the quotients. The remaining claim, `hxy`, is x² + y² = (E − p₂)/2. `mul_left_cancel₀` allows both sides to be multiplied by the non-zero number 4a².

`linear_combination` then takes a list of known equations with coefficients. It subtracts their weighted sum from the goal and asks `ring` whether the result vanishes identically. The coefficient `(2 * a * x + p 0)` on `hx` turns 2ax = p₀ into 4a²x² = p₀², as a difference of two squares; the next term does the same for y. The term `- hn` brings in E² = ‖p‖², and the last one inserts a² = (E + p₂)/2. The coefficients are thus a compact record of the calculation above.

## The bracket and the invariant mass

Let v belong to (F, q). Expanding the determinant gives

|det(u,v)|² = |u₀|²|v₁|² + |u₁|²|v₀|² − 2 Re(u₀ conj(u₁) conj(v₀) v₁)

The entry relations for both spinors give

EF − p₂q₂ = 2(|u₀|²|v₁|² + |u₁|²|v₀|²)

p₀q₀ + p₁q₁ = 4 Re(u₀ conj(u₁) conj(v₀) v₁)

Subtracting the second line from the first yields EF − p·q = 2|det(u,v)|². `norm_bracket_sq` substitutes the same relations and leaves the expansion in real and imaginary parts to `ring`.

For the pair,

(E + F)² − ‖p + q‖² = (E² − ‖p‖²) + (F² − ‖q‖²) + 2(EF − p·q)

The first two terms vanish because both momenta are massless, and the last is 4|det(u,v)|². `invariant_mass_sq` gets E = ‖p‖ and F = ‖q‖ from `exists_spinor_iff`. For non-zero momenta at angle θ, EF − p·q = EF(1 − cos θ), so the bracket vanishes exactly when the two momenta point in the same direction. For opposite directions its modulus is largest at given energies.

## The phase that the momentum leaves free

Suppose u u† = w w†, so that uᵢ conj(uⱼ) = wᵢ conj(wⱼ) for all i and j. The diagonal gives |uᵢ| = |wᵢ|. If u = 0, then w = 0 and the factor c = 1 serves. Otherwise choose i with uᵢ ≠ 0 and set c = wᵢ/uᵢ, which has modulus one. For each j,

wⱼ uᵢ conj(wᵢ) = uᵢ uⱼ conj(uᵢ) = uⱼ wᵢ conj(wᵢ) = c uⱼ uᵢ conj(wᵢ)

Cancelling the non-zero factor uᵢ conj(wᵢ) gives wⱼ = c uⱼ. Lean cancels it with `mul_right_cancel₀` and obtains the chain from `linear_combination`. Conversely, if w = c u with |c| = 1, then c conj(c) = 1 and the outer products agree.

## Two momenta in numbers

Take p = (2, 2, 1) with E = 3, and q = (0, 0, −1) with F = 1. For the first, a = √2, so

u = (√2, (1 + i)/√2)

The second lies along the negative z axis, so v = (0, 1). The bracket is √2, with squared modulus 2, and the formula agrees:

(EF − p·q)/2 = (3 + 1)/2 = 2

The invariant mass squared is (3 + 1)² − ‖(2, 2, 0)‖² = 16 − 8 = 8, which is 4 · 2.
